# For a given pure state, a fragment with n states needs at most n bath states

Take a fragment with two states, 0 and 1, an environment with three states, 0, 1 and 2, and a normalised state ψ of the whole. Its six amplitudes ψ(a,b) form two rows, one for each fragment state:

m_0 = (1/2, i/2, 0)

m_1 = (0, 0, 1/√2)

Two rows span at most two dimensions of the three-dimensional environment space. Here an orthonormal basis of the span is

u_0 = (1, i, 0)/√2

u_1 = (0, 0, 1)

The remaining direction, (1, −i, 0)/√2, is orthogonal to both rows. Projecting the environment onto u_0 and u_1 therefore leaves ψ exactly as it was. Adding environment states would lengthen the rows, but there would still be only two of them.

## The bound and the smaller eigenproblem

Let A be the finite set of fragment states, B the finite set of environment states, and |A| the number of elements of A. For every complex vector ψ on A × B there is a matrix P on B with

P† = P,  P² = P,  (1 ⊗ P)ψ = ψ,  rank P ≤ |A|.

More precisely, P can be chosen with rank r, where r is the Schmidt rank of ψ: the rank of the matrix M with entries M(a,b) = ψ(a,b). No matrix of smaller rank leaves ψ unchanged.

If ψ also satisfies Hψ = Eψ, then H compressed to fragment plus bath has a solution with the same E. The compressed matrix has dimension |A|·r, which is at most |A|², however large the environment is.

## Bath construction in embedding codes

Density matrix embedding builds on this idea: an environment is replaced by a bath no larger than the fragment, and the replacement is exact for the finite-dimensional pure state from which the bath was built. Commonly that state is a mean-field determinant, and the code constructs bath orbitals from one-particle quantities instead of from the many-body matrix M. The exactness then belongs to the determinant, not to the unknown eigenstate.

The count refers to many-body states. A fragment of L spin-orbitals has |A| = 2ᴸ occupation states, so the bound is 2ᴸ bath states. The rule that a mean-field determinant gives at most L bath spin-orbitals is a one-particle statement with a different count.

Complex amplitudes call for care with conjugation. The bath vectors span the rows of M, not their conjugates. If a singular value routine returns M = W S V†, the bath vectors are the rows of V† that belong to nonzero singular values, taken without further conjugation. In the example above, conjugating u_0 would give the discarded direction.

## From the rows of M to the projector

**Action on the environment.** For a matrix X acting on the environment index,

((1 ⊗ X)ψ)(a,d) = Σ_{a',c} δ(a,a') X(d,c) ψ(a',c) = Σ_c X(d,c) ψ(a,c).

Each row of M is thus transformed separately by X. Two such operations compose as (1 ⊗ X)(1 ⊗ Y) = 1 ⊗ XY.

**Lower bound.** Suppose that (1 ⊗ P)ψ = ψ for some matrix P, Hermitian or not. Then

M(a,b) = Σ_c P(b,c) M(a,c) = Σ_c M(a,c) Pᵀ(c,b),

which is M = M Pᵀ. The rank of a product is at most that of its right factor, so r = rank M ≤ rank Pᵀ = rank P.

**Bath states.** The rows m_a span a space of dimension r. Choose an orthonormal basis u_k of it, with k running from 0 to r − 1, and put these vectors into the columns of U, so that U(b,k) = u_k(b). Orthonormality reads

(U†U)(k,l) = Σ_b conj(u_k(b)) u_l(b) = δ(k,l).

Every row lies in the span, so it equals its own expansion, m_a = Σ_k ⟨u_k, m_a⟩ u_k. In components,

ψ(a,b) = Σ_k Σ_c conj(u_k(c)) ψ(a,c) u_k(b) = Σ_c (UU†)(b,c) ψ(a,c),

and this is (1 ⊗ UU†)ψ = ψ.

**Projector.** Set P = UU†. It is Hermitian, and P² = U(U†U)U† = UU† = P. Its rank is at most r because U has r columns, and at least r by the lower bound. Since M has |A| rows, r ≤ |A|. If ψ = 0 or A is empty, then r = 0, U has no columns and P = 0.

**Compressed Hamiltonian.** Let φ = (1 ⊗ U†)ψ. Then (1 ⊗ U)φ = (1 ⊗ UU†)ψ = ψ, and therefore

(1 ⊗ U)† H (1 ⊗ U) φ = (1 ⊗ U†) H ψ = E (1 ⊗ U†) ψ = E φ.

When ψ is nonzero, so is φ, because it maps back to ψ.

**The bound is attained.** Let the environment be a copy of the fragment and take ψ(a,b) = δ(a,b). For nonempty A the normalised state is δ(a,b)/√|A|; the factor does not affect which P leaves the state unchanged. The condition (1 ⊗ P)ψ = ψ becomes

δ(a,b) = Σ_c P(b,c) δ(a,c) = P(b,a),

so P is the identity, with rank |A|.

## The Lean file

```lean
import Mathlib

open Matrix
open scoped Kronecker

namespace SchmidtBath

noncomputable section

variable {A B C D : Type*} [Fintype A] [DecidableEq A] [Fintype B] [Fintype C]

/-- The coefficient matrix of a state: rows are fragment states, columns environment states. -/
def coeffMatrix (ψ : A × B → ℂ) : Matrix A B ℂ := Matrix.of fun a b => ψ (a, b)

/-- The Schmidt rank of a state, the rank of its coefficient matrix. -/
def schmidtRank (ψ : A × B → ℂ) : ℕ := (coeffMatrix ψ).rank

/-- The operator `1 ⊗ X`, which leaves the fragment `A` alone and acts by `X` on the
other factor. -/
def onBath (A : Type*) [DecidableEq A] (X : Matrix D C ℂ) : Matrix (A × D) (A × C) ℂ :=
  (1 : Matrix A A ℂ) ⊗ₖ X

/-- In components, `1 ⊗ X` acts on the environment index at a fixed fragment index. -/
theorem onBath_mulVec (X : Matrix D C ℂ) (ψ : A × C → ℂ) (a : A) (d : D) :
    (onBath A X *ᵥ ψ) (a, d) = ∑ c, X d c * ψ (a, c) := by
  simp only [onBath, Matrix.mulVec, dotProduct, Fintype.sum_prod_type_right,
    Matrix.kroneckerMap_apply, Matrix.one_apply]
  simp

omit [Fintype C] in
/-- Successive operations on the environment factor compose as matrices. -/
theorem onBath_mul (X : Matrix D B ℂ) (Y : Matrix B C ℂ) :
    onBath A X * onBath A Y = onBath A (X * Y) := by
  unfold onBath
  rw [← Matrix.mul_kronecker_mul, Matrix.one_mul]

/-- Any environment operator that leaves the state unchanged has at least the Schmidt rank. -/
theorem schmidtRank_le_rank (ψ : A × B → ℂ) (P : Matrix B B ℂ)
    (h : onBath A P *ᵥ ψ = ψ) : schmidtRank ψ ≤ P.rank := by
  -- in matrix form the hypothesis reads `M = M Pᵀ`
  have hM : coeffMatrix ψ = coeffMatrix ψ * Pᵀ := by
    ext a b
    have hab := congrFun h (a, b)
    rw [onBath_mulVec] at hab
    simp only [coeffMatrix, Matrix.mul_apply, Matrix.of_apply, Matrix.transpose_apply]
    rw [← hab]
    exact Finset.sum_congr rfl fun c _ => mul_comm _ _
  calc schmidtRank ψ = (coeffMatrix ψ * Pᵀ).rank := by rw [← hM, schmidtRank]
    _ ≤ Pᵀ.rank := Matrix.rank_mul_le_right _ _
    _ = P.rank := Matrix.rank_transpose P

/-- There are orthonormal bath states, the columns of `U`, equal in number to the Schmidt rank,
such that projecting the environment onto them leaves the state unchanged. -/
theorem exists_bath_orbitals (ψ : A × B → ℂ) :
    ∃ U : Matrix B (Fin (schmidtRank ψ)) ℂ,
      Uᴴ * U = 1 ∧ onBath A (U * Uᴴ) *ᵥ ψ = ψ := by
  -- the span of the rows of the coefficient matrix, as a subspace of a Hilbert space
  obtain ⟨S, hS, hmem⟩ : ∃ S : Submodule ℂ (EuclideanSpace ℂ B),
      Module.finrank ℂ S = schmidtRank ψ ∧
      ∀ a, WithLp.toLp 2 (coeffMatrix ψ a) ∈ S := by
    refine ⟨(Submodule.span ℂ (Set.range (coeffMatrix ψ).row)).map
      ((WithLp.linearEquiv 2 ℂ (B → ℂ)).symm : (B → ℂ) →ₗ[ℂ] EuclideanSpace ℂ B), ?_, ?_⟩
    · rw [schmidtRank, Matrix.rank_eq_finrank_span_row]
      exact LinearEquiv.finrank_map_eq _ _
    · intro a
      exact ⟨coeffMatrix ψ a, Submodule.subset_span ⟨a, rfl⟩, rfl⟩
  -- an orthonormal basis of that span resolves every row
  obtain ⟨u, hu, hrow⟩ : ∃ u : Fin (schmidtRank ψ) → EuclideanSpace ℂ B,
      Orthonormal ℂ u ∧ ∀ a, ∑ k, inner ℂ (u k) (WithLp.toLp 2 (coeffMatrix ψ a)) • u k
        = WithLp.toLp 2 (coeffMatrix ψ a) := by
    let e := (stdOrthonormalBasis ℂ S).reindex (finCongr hS)
    refine ⟨fun k => (e k : EuclideanSpace ℂ B),
      e.orthonormal.comp_linearIsometry S.subtypeₗᵢ, fun a => ?_⟩
    have h := congrArg S.subtype (e.sum_repr' ⟨_, hmem a⟩)
    simpa only [map_sum, map_smul, Submodule.subtype_apply, Submodule.coe_inner] using h
  refine ⟨Matrix.of fun b k => (u k).ofLp b, ?_, ?_⟩
  · ext k l
    have h := orthonormal_iff_ite.mp hu k l
    simp only [PiLp.inner_apply, RCLike.inner_apply] at h
    rw [Matrix.one_apply, ← h, Matrix.mul_apply]
    exact Finset.sum_congr rfl fun b _ => mul_comm _ _
  · ext ⟨a, b⟩
    have h := congrArg (fun v : EuclideanSpace ℂ B => v.ofLp b) (hrow a)
    simp only [WithLp.ofLp_sum, WithLp.ofLp_smul, Finset.sum_apply, Pi.smul_apply,
      smul_eq_mul, PiLp.inner_apply, RCLike.inner_apply] at h
    rw [onBath_mulVec]
    calc _ = ∑ k, (∑ c, ψ (a, c) * star ((u k).ofLp c)) * (u k).ofLp b := by
          simp only [Matrix.mul_apply, Matrix.conjTranspose_apply, Matrix.of_apply,
            Finset.sum_mul]
          rw [Finset.sum_comm]
          refine Finset.sum_congr rfl fun k _ => Finset.sum_congr rfl fun c _ => ?_
          ring
      _ = ψ (a, b) := h

/-- Every state is left unchanged by an orthogonal projector on the environment whose rank is
the Schmidt rank and does not exceed the number of fragment states. -/
theorem exists_bath_projector (ψ : A × B → ℂ) :
    ∃ P : Matrix B B ℂ, P.IsHermitian ∧ P * P = P ∧ onBath A P *ᵥ ψ = ψ ∧
      P.rank = schmidtRank ψ ∧ P.rank ≤ Fintype.card A := by
  obtain ⟨U, hU, hψ⟩ := exists_bath_orbitals ψ
  have hr : (U * Uᴴ).rank = schmidtRank ψ := by
    apply le_antisymm _ (schmidtRank_le_rank ψ _ hψ)
    calc (U * Uᴴ).rank ≤ U.rank := Matrix.rank_mul_le_left _ _
      _ ≤ Fintype.card (Fin (schmidtRank ψ)) := Matrix.rank_le_card_width U
      _ = schmidtRank ψ := Fintype.card_fin _
  refine ⟨U * Uᴴ, Matrix.isHermitian_mul_conjTranspose_self U, ?_, hψ, hr, ?_⟩
  · calc U * Uᴴ * (U * Uᴴ) = U * (Uᴴ * U) * Uᴴ := by simp only [Matrix.mul_assoc]
      _ = U * Uᴴ := by rw [hU, Matrix.mul_one]
  · rw [hr]
    exact Matrix.rank_le_card_height (coeffMatrix ψ)

/-- If `ψ` solves `H ψ = E ψ`, the Hamiltonian compressed to fragment plus bath has a solution
`φ` with the same `E`, and `φ` maps back to `ψ`. -/
theorem exact_embedding (H : Matrix (A × B) (A × B) ℂ) (E : ℂ) (ψ : A × B → ℂ)
    (hH : H *ᵥ ψ = E • ψ) :
    ∃ (U : Matrix B (Fin (schmidtRank ψ)) ℂ) (φ : A × Fin (schmidtRank ψ) → ℂ),
      Uᴴ * U = 1 ∧ onBath A U *ᵥ φ = ψ ∧
      ((onBath A U)ᴴ * H * onBath A U) *ᵥ φ = E • φ := by
  obtain ⟨U, hU, hψ⟩ := exists_bath_orbitals ψ
  have hadj : (onBath A U)ᴴ = onBath A Uᴴ := by
    unfold onBath
    rw [Matrix.conjTranspose_kronecker, Matrix.conjTranspose_one]
  have hback : onBath A U *ᵥ (onBath A Uᴴ *ᵥ ψ) = ψ := by
    rw [Matrix.mulVec_mulVec, onBath_mul, hψ]
  refine ⟨U, onBath A Uᴴ *ᵥ ψ, hU, hback, ?_⟩
  -- lift to the full space, use the Schrödinger equation there, and compress again
  rw [← Matrix.mulVec_mulVec, hback, ← Matrix.mulVec_mulVec, hH, hadj, Matrix.mulVec_smul]

/-- If an operator `P` on the environment leaves unchanged the unnormalised state pairing each
fragment state with its own copy, then `P` is the identity and its rank is the number of fragment
states. -/
theorem bath_bound_sharp (P : Matrix A A ℂ)
    (h : onBath A P *ᵥ (fun x : A × A => if x.1 = x.2 then (1 : ℂ) else 0)
      = fun x => if x.1 = x.2 then 1 else 0) :
    P = 1 ∧ P.rank = Fintype.card A := by
  have hP : P = 1 := by
    ext b a
    have hab := congrFun h (a, b)
    rw [onBath_mulVec] at hab
    simpa [Matrix.one_apply, eq_comm] using hab
  exact ⟨hP, by rw [hP, Matrix.rank_one]⟩

end

end SchmidtBath
```

```lean
#print axioms SchmidtBath.exists_bath_projector
-- 'SchmidtBath.exists_bath_projector' depends on axioms: [propext, Classical.choice, Quot.sound]
#print axioms SchmidtBath.exact_embedding
-- 'SchmidtBath.exact_embedding' depends on axioms: [propext, Classical.choice, Quot.sound]
#print axioms SchmidtBath.bath_bound_sharp
-- 'SchmidtBath.bath_bound_sharp' depends on axioms: [propext, Classical.choice, Quot.sound]
```

## How the theorems express the physics

The state is a function `ψ : A × B → ℂ`, with no normalisation required. `coeffMatrix ψ` is M, with fragment states as rows, and `schmidtRank ψ` is r. `onBath A X` is 1 ⊗ X. Because X may be rectangular, the same definition covers a projector on the environment and the map U from bath to environment. The superscript `ᴴ` is the conjugate transpose.

`exists_bath_projector` is the main statement: for every ψ there is a Hermitian idempotent P that leaves ψ unchanged, has rank equal to the Schmidt rank, and has rank at most `Fintype.card A`. `exact_embedding` takes the eigenvalue equation as its hypothesis and returns U and φ. In it, H is any complex matrix and E any complex number; Hermiticity is not used. `bath_bound_sharp` treats the paired state in its unnormalised form.

The proofs follow the derivation closely:

- `onBath_mulVec` and `onBath_mul` give the component formula and the product rule.
- `schmidtRank_le_rank` reads the hypothesis entry by entry to obtain M = M Pᵀ, then runs the chain of rank inequalities in a `calc` block.
- `exists_bath_orbitals` builds the span S of the rows, takes an orthonormal basis of it, and checks U†U = 1 and (1 ⊗ UU†)ψ = ψ in components. The "orbitals" of its name are many-body environment states.
- `exists_bath_projector` obtains the rank of UU† by `le_antisymm`, from the column count on one side and the lower bound on the other.
- `exact_embedding` proves `hback`, the statement that φ maps back to ψ, and uses it to apply the eigenvalue equation in the full space before compressing again.
- `bath_bound_sharp` evaluates its hypothesis at the pair `(a, b)`, which gives the entry of P in row b and column a.

## An orthonormal basis with the right number of columns

The proof turns on `stdOrthonormalBasis ℂ S`, which supplies an orthonormal basis for the finite-dimensional subspace S. No singular value decomposition or explicit Gram–Schmidt procedure appears in the file.

Two details make it fit. First, Mathlib's plain function space `B → ℂ` does not carry the Hermitian inner product, so the rows are moved into `EuclideanSpace ℂ B` by `WithLp.toLp 2`. Second, the basis is indexed by `Fin` of the dimension of S, whereas U is declared with `Fin (schmidtRank ψ)` columns. These numbers are equal by the proved statement `hS`, and `reindex (finCongr hS)` relabels the basis accordingly.

The lemma `e.sum_repr'` then states that a vector of S is the sum of its projections onto the basis vectors. Applied to row a, and carried from S to the surrounding space by `S.subtype`, it is the expansion of m_a used above.

## Starting from the environment density matrix

The bath could also be defined from the reduced density matrix of the environment,

ρ(b,c) = Σ_a ψ(a,b) conj(ψ(a,c)).

For a pure state its range is the span of the rows of M, so the bath space and the bound stay the same. The eigenvalues of ρ would add weights by which a code can truncate the bath, whereas the span alone does not rank its directions.

That formulation also extends to mixed states of the whole system, and there the bound can fail. With a single fragment state and a maximally mixed environment, ρ has full rank |B|. Starting from a vector ψ builds purity into the statement.

## Exact for one state in finite dimension

The theorems cover every finite fragment and environment and every complex vector ψ, but the bath depends on ψ. A bath built for one eigenstate need not contain another, and the spectrum of the compressed Hamiltonian may otherwise differ from that of H. The embedding theorem also presupposes the eigenvector whose bath it constructs, so it is a consistency statement and not a method for finding ψ.

The file contains no error estimate for a bath built from an approximate state or truncated below the Schmidt rank. It works in exact arithmetic, while a floating-point code that wants to identify the Schmidt rank needs a threshold below which singular values count as zero. It also does not treat the self-consistency loop of density matrix embedding, or the joining of several fragments into one total energy.
